# Quadratic error bound for one-variable SCF mixing with the local slope

## A self-consistent loop in one variable

A mean-field calculation guesses a site occupation $x$, solves for the state in the resulting field, and obtains an output occupation $F(x)$. Self-consistency means $F(p)=p$. Linear mixing moves only part of the way towards the output:
$$x' = x + a\,(F(x)-x).$$
With a fixed $a$, each step near $p$ multiplies the error by about $1-a(1-F'(p))$; the error shrinks if this factor is below $1$ in size and grows if it is above. If the slope $F'(x)$ is known, one can take $a = 1/(1-F'(x))$, which is Newton's method for $x-F(x)=0$. How large is the error after such a step?

## The bound and its hypotheses

Let $F:\mathbb R\to\mathbb R$ be differentiable, with $|F'(x)-F'(y)|\le M|x-y|$ for all $x,y$, and let $F(p)=p$. If $1-F'(x)\ge m>0$ at the current $x$, then
$$|x'-p|\le \frac{M}{2m}(x-p)^2 .$$

The constant $M$ limits how fast the response of the output changes with the input. The constant $m$ keeps the slope away from $1$, where the residual $F(x)-x$ stops responding to first order.

In Lean, `newtonStep_error_le` states this. `mix F a x` is the mixing step, `slopeParam s` is $1/(1-s)$, and `newtonStep` uses $s=F'(x)$. The function `F'` is tied to $F$ by `hF`; `hL` is the Lipschitz condition, `hp` the fixed-point equation, and `hx` the lower bound at $x$.

The existence of $p$ is assumed, the slope is exact, and the Lipschitz condition holds on the whole line. A density with many components, whose slope is a Jacobian matrix, is not covered.

## Derivation

**Linearisation.** With $h=p-x$,
$$|F(p)-F(x)-F'(x)h| = \left|\int_0^1 \bigl(F'(x+sh)-F'(x)\bigr)h\,ds\right| \le \int_0^1 Ms\,h^2\,ds=\frac M2h^2 .$$

**Error identity.** Since $F(p)=p$, expanding shows that for any $a$ and $s$
$$x'-p=(1-a(1-s))(x-p)-a\,[F(p)-F(x)-s(p-x)] .$$

**Newton parameter.** Put $s=F'(x)$ and $a=1/(1-s)$. The linear term vanishes, and $0<a\le 1/m$ gives the bound.

**Estimated slope.** If $a=1/(1-s)$ with $1-s\ge m$ but $s\ne F'(x)$, keep this $a$ and apply the error identity with $F'(x)$ in place of its $s$. The linear coefficient is then $1-a(1-F'(x))=a(F'(x)-s)$, so
$$|x'-p|\le\frac{|F'(x)-s|}{m}|x-p|+\frac{M}{2m}(x-p)^2 .$$
For a slope frozen at $y$, $|F'(x)-s|\le M|x-y|$.

**Iteration.** Let $1-F'\ge m$ everywhere and $K=M/(2m)$. Multiplying the one-step bound by $K$ gives $K|x_{n+1}-p|\le(K|x_n-p|)^2$, hence
$$K|x_n-p|\le(K|x_0-p|)^{2^n}.$$
If $q=K|x_0-p|<1$, the distance never grows, so $|x_{n+1}-p|\le q|x_n-p|$ and $x_n\to p$.

## Equality, the affine case and slope one

The constant is attained by
$$F(t)=(1-m)t-\tfrac M2t|t|+mp+\tfrac M2p|p|,$$
with $m>0$, $M\ge0$ and slope $1-m-M|t|$. At $x=0$, $a=1/m$ and $x'-p=\frac{M}{2m}p|p|$.

For $M=0$ the map is affine and one step lands on $p$.

Without a positive lower bound on $1-F'$, quadratic convergence can fail. Take $F(x)=x-x^2$ and $p=0$. For $x\neq0$, $a=1/(2x)$ and $x'=x/2$: the error only halves.

## The Lean file

```lean
import Mathlib

open Filter Topology

namespace NewtonMixing

noncomputable section

/-- Linear mixing of the input `x` with the output `F x` using the parameter `a`. -/
def mix (F : ℝ → ℝ) (a x : ℝ) : ℝ := x + a * (F x - x)

/-- The mixing parameter `1 / (1 - s)` built from an estimate `s` of the slope of the map. -/
def slopeParam (s : ℝ) : ℝ := 1 / (1 - s)

/-- One mixing step with the local parameter `1 / (1 - F' x)`. -/
def newtonStep (F F' : ℝ → ℝ) (x : ℝ) : ℝ := mix F (slopeParam (F' x)) x

/-- The map `t ↦ (1 - m) t - (M/2) t |t| + c`, with `c = m p + (M/2) p |p|`. -/
def sharpMap (m M p t : ℝ) : ℝ :=
  (1 - m) * t - M / 2 * (t * |t|) + (m * p + M / 2 * (p * |p|))

/-- The function `t ↦ 1 - m - M |t|`. -/
def sharpSlope (m M t : ℝ) : ℝ := 1 - m - M * |t|

variable {F F' : ℝ → ℝ} {M m p : ℝ}

/-- A differentiable function with nonpositive derivative on `(0, 1)` is no larger at `1`
than at `0`. -/
theorem le_of_deriv_nonpos (φ φ' : ℝ → ℝ) (h : ∀ s, HasDerivAt φ (φ' s) s)
    (hn : ∀ s ∈ Set.Ioo (0 : ℝ) 1, φ' s ≤ 0) : φ 1 ≤ φ 0 := by
  obtain ⟨c, hc, hc'⟩ := exists_hasDerivAt_eq_slope φ φ' zero_lt_one
    (fun s _ => (h s).continuousAt.continuousWithinAt) (fun s _ => h s)
  have h1 := hn c hc
  have h2 : (φ 1 - φ 0) / (1 - 0) = φ 1 - φ 0 := by norm_num
  rw [hc', h2] at h1
  linarith

/-- A Lipschitz constant of the slope is nonnegative. -/
theorem lipschitz_const_nonneg (hL : ∀ x y, |F' x - F' y| ≤ M * |x - y|) : 0 ≤ M := by
  have h10 := hL 1 0
  have e : |(1 : ℝ) - 0| = 1 := by norm_num
  rw [e] at h10
  linarith [abs_nonneg (F' 1 - F' 0)]

/-- If the slope is `M`-Lipschitz, the linearisation of `F` at `x` misses `F y` by at most
`(M/2) (y - x)²`. -/
theorem taylor_remainder_le (hF : ∀ x, HasDerivAt F (F' x) x)
    (hL : ∀ x y, |F' x - F' y| ≤ M * |x - y|) (x y : ℝ) :
    |F y - F x - F' x * (y - x)| ≤ M / 2 * (y - x) ^ 2 := by
  -- one-sided bound, for either sign σ, along the segment s ↦ x + s h
  have key : ∀ h σ : ℝ, |σ| = 1 → σ * (F (x + h) - F x - F' x * h) ≤ M / 2 * h ^ 2 := by
    intro h σ hσ
    have hd : ∀ s : ℝ, HasDerivAt
        (fun s : ℝ => σ * (F (x + s * h) - s * (F' x * h)) - M / 2 * h ^ 2 * (s * s))
        (σ * ((F' (x + s * h) - F' x) * h) - M * h ^ 2 * s) s := by
      intro s
      have h1 : HasDerivAt (fun s : ℝ => x + s * h) h s :=
        (((hasDerivAt_id' s).mul_const h).const_add x).congr_deriv (one_mul h)
      have h2' := HasDerivAt.comp s (hF (x + s * h)) h1
      have h2 : HasDerivAt (fun s : ℝ => F (x + s * h)) (F' (x + s * h) * h) s := h2'
      have h3 : HasDerivAt (fun s : ℝ => s * (F' x * h)) (F' x * h) s :=
        ((hasDerivAt_id' s).mul_const (F' x * h)).congr_deriv (one_mul _)
      have h4 : HasDerivAt (fun s : ℝ => s * s) (1 * s + s * 1) s :=
        (hasDerivAt_id' s).fun_mul (hasDerivAt_id' s)
      have h5 := ((h2.fun_sub h3).const_mul σ).fun_sub (h4.const_mul (M / 2 * h ^ 2))
      exact h5.congr_deriv (by ring)
    -- the Lipschitz bound makes the derivative nonpositive
    have hn : ∀ s ∈ Set.Ioo (0 : ℝ) 1,
        σ * ((F' (x + s * h) - F' x) * h) - M * h ^ 2 * s ≤ 0 := by
      intro s hs
      have hl := hL (x + s * h) x
      have e : |x + s * h - x| = s * |h| := by
        rw [add_sub_cancel_left, abs_mul, abs_of_pos hs.1]
      rw [e] at hl
      have hb : σ * ((F' (x + s * h) - F' x) * h) ≤ M * h ^ 2 * s := by
        calc σ * ((F' (x + s * h) - F' x) * h)
            ≤ |σ * ((F' (x + s * h) - F' x) * h)| := le_abs_self _
          _ = |F' (x + s * h) - F' x| * |h| := by rw [abs_mul, abs_mul, hσ, one_mul]
          _ ≤ M * (s * |h|) * |h| := mul_le_mul_of_nonneg_right hl (abs_nonneg h)
          _ = M * h ^ 2 * s := by rw [← sq_abs h]; ring
      linarith
    have hfin := le_of_deriv_nonpos _ _ hd hn
    simp only [one_mul, zero_mul, add_zero, mul_one, mul_zero, sub_zero] at hfin
    linarith
  have k1 := key (y - x) 1 abs_one
  have k2 := key (y - x) (-1) (by simp)
  have e : x + (y - x) = y := by ring
  rw [e] at k1 k2
  rw [abs_le]
  constructor <;> linarith

/-- Exact error of a mixing step relative to a fixed point `p`, split for any slope `s` into a
part linear in `x - p` and the remainder of the linearisation with slope `s`. -/
theorem mix_error_eq (hp : F p = p) (a s x : ℝ) :
    mix F a x - p = (1 - a * (1 - s)) * (x - p) - a * (F p - F x - s * (p - x)) := by
  unfold mix
  rw [hp]
  ring

/-- If the slope is `M`-Lipschitz and `F p = p`, then for any mixing parameter `a` the new error is
bounded by the linear term `|1 - a (1 - F' x)| |x - p|` plus the quadratic term `|a| (M/2) (x -
p)²`. -/
theorem mix_error_le (hF : ∀ x, HasDerivAt F (F' x) x)
    (hL : ∀ x y, |F' x - F' y| ≤ M * |x - y|) (hp : F p = p) (a x : ℝ) :
    |mix F a x - p| ≤ |1 - a * (1 - F' x)| * |x - p| + |a| * (M / 2 * (x - p) ^ 2) := by
  have tri : ∀ u v : ℝ, |u - v| ≤ |u| + |v| := fun u v => by
    rw [abs_le]
    constructor <;> linarith [le_abs_self u, neg_abs_le u, le_abs_self v, neg_abs_le v]
  have hT := taylor_remainder_le hF hL x p
  have e : (p - x) ^ 2 = (x - p) ^ 2 := by ring
  rw [e] at hT
  rw [mix_error_eq hp a (F' x) x]
  refine (tri _ _).trans ?_
  rw [abs_mul _ (x - p), abs_mul a]
  have := mul_le_mul_of_nonneg_left hT (abs_nonneg a)
  linarith

/-- Quasi-Newton mixing for a map with `M`-Lipschitz slope: with parameter `1 / (1 - s)` for a slope
estimate `s` obeying `1 - s ≥ m > 0`, the new error is at most `|F' x - s| / m * |x - p| + M / (2m)
(x - p)²`. -/
theorem quasiNewton_error_le (hF : ∀ x, HasDerivAt F (F' x) x)
    (hL : ∀ x y, |F' x - F' y| ≤ M * |x - y|) (hp : F p = p) (hm : 0 < m)
    (s x : ℝ) (hs : m ≤ 1 - s) :
    |mix F (slopeParam s) x - p|
      ≤ |F' x - s| / m * |x - p| + M / (2 * m) * (x - p) ^ 2 := by
  have hM := lipschitz_const_nonneg hL
  have hpos : 0 < 1 - s := lt_of_lt_of_le hm hs
  have hne : 1 - s ≠ 0 := hpos.ne'
  have ha0 : 0 < slopeParam s := one_div_pos.mpr hpos
  have ha : slopeParam s ≤ 1 / m := one_div_le_one_div_of_le hm hs
  have hinv : slopeParam s * (1 - s) = 1 := by
    unfold slopeParam
    exact one_div_mul_cancel hne
  -- the linear coefficient is proportional to the slope error
  have e1 : 1 - slopeParam s * (1 - F' x) = slopeParam s * (F' x - s) := by
    linear_combination (-1) * hinv
  have hb := mix_error_le hF hL hp (slopeParam s) x
  rw [e1, abs_mul (slopeParam s), abs_of_pos ha0] at hb
  calc |mix F (slopeParam s) x - p|
      ≤ slopeParam s * |F' x - s| * |x - p| + slopeParam s * (M / 2 * (x - p) ^ 2) := hb
    _ = slopeParam s * (|F' x - s| * |x - p| + M / 2 * (x - p) ^ 2) := by ring
    _ ≤ 1 / m * (|F' x - s| * |x - p| + M / 2 * (x - p) ^ 2) :=
        mul_le_mul_of_nonneg_right ha (by positivity)
    _ = |F' x - s| / m * |x - p| + M / (2 * m) * (x - p) ^ 2 := by ring

/-- Main result: if the slope is `M`-Lipschitz and `1 - F' x ≥ m > 0`, mixing with the local
parameter `1 / (1 - F' x)` gives an error at most `M / (2m) (x - p)²`. -/
theorem newtonStep_error_le (hF : ∀ x, HasDerivAt F (F' x) x)
    (hL : ∀ x y, |F' x - F' y| ≤ M * |x - y|) (hp : F p = p) (hm : 0 < m)
    (x : ℝ) (hx : m ≤ 1 - F' x) :
    |newtonStep F F' x - p| ≤ M / (2 * m) * (x - p) ^ 2 := by
  have h := quasiNewton_error_le hF hL hp hm (F' x) x hx
  rw [sub_self (F' x), abs_zero, zero_div, zero_mul, zero_add] at h
  exact h

/-- If the slope is `M`-Lipschitz, mixing at `x` with the slope frozen at a point `y`, where `1 - F'
y ≥ m > 0`, gives an error at most `M |x - y| / m * |x - p| + M / (2m) (x - p)²`. -/
theorem frozenSlope_error_le (hF : ∀ x, HasDerivAt F (F' x) x)
    (hL : ∀ x y, |F' x - F' y| ≤ M * |x - y|) (hp : F p = p) (hm : 0 < m)
    (x y : ℝ) (hy : m ≤ 1 - F' y) :
    |mix F (slopeParam (F' y)) x - p|
      ≤ M * |x - y| / m * |x - p| + M / (2 * m) * (x - p) ^ 2 := by
  have h := quasiNewton_error_le hF hL hp hm (F' y) x hy
  have hl := hL x y
  have h1 : |F' x - F' y| / m * |x - p| ≤ M * |x - y| / m * |x - p| := by gcongr
  linarith

/-- With an `M`-Lipschitz slope, `1 - F' ≥ m > 0` everywhere and `K = M / (2m)`, the scaled error
after `n` steps obeys `K |xₙ - p| ≤ (K |x₀ - p|) ^ (2 ^ n)`. -/
theorem newton_iterate_error_le (hF : ∀ x, HasDerivAt F (F' x) x)
    (hL : ∀ x y, |F' x - F' y| ≤ M * |x - y|) (hp : F p = p) (hm : 0 < m)
    (hlow : ∀ x, m ≤ 1 - F' x) (x₀ : ℝ) (n : ℕ) :
    M / (2 * m) * |(newtonStep F F')^[n] x₀ - p| ≤ (M / (2 * m) * |x₀ - p|) ^ (2 ^ n) := by
  have hM := lipschitz_const_nonneg hL
  have hK0 : 0 ≤ M / (2 * m) := by positivity
  induction n with
  | zero => simp
  | succ n ih =>
    rw [Function.iterate_succ_apply']
    generalize (newtonStep F F')^[n] x₀ = y at ih ⊢
    -- after one step the scaled error is at most the square of its previous value
    calc M / (2 * m) * |newtonStep F F' y - p|
        ≤ M / (2 * m) * (M / (2 * m) * (y - p) ^ 2) :=
          mul_le_mul_of_nonneg_left (newtonStep_error_le hF hL hp hm y (hlow y)) hK0
      _ = (M / (2 * m) * |y - p|) ^ 2 := by rw [← sq_abs (y - p)]; ring
      _ ≤ ((M / (2 * m) * |x₀ - p|) ^ (2 ^ n)) ^ 2 :=
          pow_le_pow_left₀ (mul_nonneg hK0 (abs_nonneg _)) ih 2
      _ = (M / (2 * m) * |x₀ - p|) ^ (2 ^ (n + 1)) := by
          rw [pow_succ (2 : ℕ) n, pow_mul _ (2 ^ n) 2]

/-- With an `M`-Lipschitz slope and `1 - F' ≥ m > 0` everywhere, the iterates converge to the fixed
point from every start with `M / (2m) |x₀ - p| < 1`. -/
theorem newton_iterate_tendsto (hF : ∀ x, HasDerivAt F (F' x) x)
    (hL : ∀ x y, |F' x - F' y| ≤ M * |x - y|) (hp : F p = p) (hm : 0 < m)
    (hlow : ∀ x, m ≤ 1 - F' x) (x₀ : ℝ) (hq : M / (2 * m) * |x₀ - p| < 1) :
    Tendsto (fun n => (newtonStep F F')^[n] x₀) atTop (𝓝 p) := by
  have hM := lipschitz_const_nonneg hL
  obtain ⟨K, hK⟩ : ∃ K, K = M / (2 * m) := ⟨_, rfl⟩
  have hK0 : 0 ≤ K := by rw [hK]; positivity
  have step : ∀ y, |newtonStep F F' y - p| ≤ K * (y - p) ^ 2 := fun y => by
    rw [hK]
    exact newtonStep_error_le hF hL hp hm y (hlow y)
  rw [← hK] at hq
  have hq0 : 0 ≤ K * |x₀ - p| := mul_nonneg hK0 (abs_nonneg _)
  -- a geometric bound with ratio q = K |x₀ - p|
  have geo : ∀ n : ℕ, |(newtonStep F F')^[n] x₀ - p| ≤ (K * |x₀ - p|) ^ n * |x₀ - p| := by
    intro n
    induction n with
    | zero => simp
    | succ n ih =>
      rw [Function.iterate_succ_apply']
      generalize (newtonStep F F')^[n] x₀ = y at ih ⊢
      have h1 : (K * |x₀ - p|) ^ n * |x₀ - p| ≤ 1 * |x₀ - p| :=
        mul_le_mul_of_nonneg_right (pow_le_one₀ hq0 hq.le) (abs_nonneg _)
      have h2 : |y - p| ≤ |x₀ - p| := by linarith
      calc |newtonStep F F' y - p| ≤ K * (y - p) ^ 2 := step y
        _ = (K * |y - p|) * |y - p| := by rw [← sq_abs (y - p)]; ring
        _ ≤ (K * |x₀ - p|) * ((K * |x₀ - p|) ^ n * |x₀ - p|) :=
            mul_le_mul (mul_le_mul_of_nonneg_left h2 hK0) ih (abs_nonneg _) hq0
        _ = (K * |x₀ - p|) ^ (n + 1) * |x₀ - p| := by ring
  have lim := (tendsto_pow_atTop_nhds_zero_of_lt_one hq0 hq).mul_const |x₀ - p|
  rw [zero_mul] at lim
  rw [tendsto_iff_dist_tendsto_zero]
  exact squeeze_zero (fun _ => dist_nonneg)
    (fun n => by simpa only [Real.dist_eq] using geo n) lim

/-- The function `u ↦ u |u|` has derivative `2 |t|` at every real `t`. -/
theorem hasDerivAt_mul_abs (t : ℝ) : HasDerivAt (fun u : ℝ => u * |u|) (2 * |t|) t := by
  have hsq : HasDerivAt (fun u : ℝ => u * u) (1 * t + t * 1) t :=
    (hasDerivAt_id' t).fun_mul (hasDerivAt_id' t)
  rcases lt_trichotomy t 0 with ht | ht | ht
  · have h : HasDerivAt (fun u : ℝ => -(u * u)) (-(1 * t + t * 1)) t := hsq.fun_neg
    refine (h.congr_of_eventuallyEq ?_).congr_deriv ?_
    · filter_upwards [Iio_mem_nhds ht] with u hu
      show u * |u| = -(u * u)
      rw [abs_of_neg (show u < 0 from hu)]
      ring
    · rw [abs_of_neg ht]
      ring
  · -- at the origin the difference quotient is |u|
    subst ht
    rw [hasDerivAt_iff_tendsto_slope]
    have h0 : Tendsto (fun u : ℝ => |u|) (𝓝 0) (𝓝 (|(0 : ℝ)|)) :=
      (continuous_abs : Continuous (fun u : ℝ => |u|)).tendsto 0
    have h : Tendsto (fun u : ℝ => |u|) (𝓝[≠] 0) (𝓝 (2 * |(0 : ℝ)|)) := by
      have e : (2 : ℝ) * |(0 : ℝ)| = |(0 : ℝ)| := by simp
      rw [e]
      exact h0.mono_left nhdsWithin_le_nhds
    refine h.congr' ?_
    filter_upwards [self_mem_nhdsWithin] with u hu
    have hu' : u ≠ 0 := hu
    rw [slope_def_field]
    show |u| = (u * |u| - 0 * |(0 : ℝ)|) / (u - 0)
    rw [zero_mul, sub_zero, sub_zero, eq_div_iff hu']
    ring
  · refine (hsq.congr_of_eventuallyEq ?_).congr_deriv ?_
    · filter_upwards [Ioi_mem_nhds ht] with u hu
      show u * |u| = u * u
      rw [abs_of_pos (show 0 < u from hu)]
    · rw [abs_of_pos ht]
      ring

/-- For every `m > 0`, `M ≥ 0` and `p`, the map `sharpMap m M p` with slope `sharpSlope m M` meets
all hypotheses of `newtonStep_error_le`, and the step from `x = 0` attains the bound `M / (2m) (x -
p)²`. -/
theorem newton_bound_sharp_witness (m M p : ℝ) (hm : 0 < m) (hM : 0 ≤ M) :
    (∀ t, HasDerivAt (sharpMap m M p) (sharpSlope m M t) t) ∧
    (∀ x y, |sharpSlope m M x - sharpSlope m M y| ≤ M * |x - y|) ∧
    (∀ t, m ≤ 1 - sharpSlope m M t) ∧
    sharpMap m M p p = p ∧
    |newtonStep (sharpMap m M p) (sharpSlope m M) 0 - p| = M / (2 * m) * (0 - p) ^ 2 := by
  refine ⟨fun t => ?_, fun x y => ?_, fun t => ?_, ?_, ?_⟩
  · have h : HasDerivAt
        (fun u : ℝ => (1 - m) * u - M / 2 * (u * |u|) + (m * p + M / 2 * (p * |p|)))
        ((1 - m) * 1 - M / 2 * (2 * |t|)) t :=
      (((hasDerivAt_id' t).const_mul (1 - m)).fun_sub
        ((hasDerivAt_mul_abs t).const_mul (M / 2))).add_const _
    have e : (1 - m) * 1 - M / 2 * (2 * |t|) = sharpSlope m M t := by
      unfold sharpSlope
      ring
    exact h.congr_deriv e
  · have e : sharpSlope m M x - sharpSlope m M y = -(M * (|x| - |y|)) := by
      unfold sharpSlope
      ring
    rw [e, abs_neg, abs_mul M, abs_of_nonneg hM]
    exact mul_le_mul_of_nonneg_left (abs_abs_sub_abs_le_abs_sub x y) hM
  · unfold sharpSlope
    have := mul_nonneg hM (abs_nonneg t)
    linarith
  · unfold sharpMap
    ring
  · -- at the origin the local parameter is exactly 1 / m
    have h0 : sharpSlope m M 0 = 1 - m := by simp [sharpSlope]
    have hs : slopeParam (sharpSlope m M 0) = 1 / m := by
      rw [h0]
      unfold slopeParam
      rw [sub_sub_cancel]
    have hinv : m * m⁻¹ = 1 := mul_inv_cancel₀ hm.ne'
    have hK : 0 ≤ M / (2 * m) := by positivity
    have e : newtonStep (sharpMap m M p) (sharpSlope m M) 0 - p
        = M / (2 * m) * (p * |p|) := by
      unfold newtonStep mix
      rw [hs]
      unfold sharpMap
      linear_combination p * hinv
    rw [e, abs_mul (M / (2 * m)), abs_mul p, abs_abs, abs_of_nonneg hK, abs_mul_abs_self]
    ring

end

end NewtonMixing
```

```lean
#print axioms NewtonMixing.newtonStep_error_le
-- 'NewtonMixing.newtonStep_error_le' depends on axioms: [propext, Classical.choice, Quot.sound]
#print axioms NewtonMixing.frozenSlope_error_le
-- 'NewtonMixing.frozenSlope_error_le' depends on axioms: [propext, Classical.choice, Quot.sound]
#print axioms NewtonMixing.newton_iterate_error_le
-- 'NewtonMixing.newton_iterate_error_le' depends on axioms: [propext, Classical.choice, Quot.sound]
#print axioms NewtonMixing.newton_iterate_tendsto
-- 'NewtonMixing.newton_iterate_tendsto' depends on axioms: [propext, Classical.choice, Quot.sound]
```

## How the proof follows the derivation

`taylor_remainder_le` replaces the integral by a monotonicity argument. Along $x+sh$ it subtracts $\frac M2h^2s^2$ from the signed remainder; the Lipschitz condition makes the derivative nonpositive, and `le_of_deriv_nonpos` compares the endpoints. The signs $\pm1$ give the absolute value.

`mix_error_eq` is the identity, checked by `ring`, and `mix_error_le` adds the triangle inequality. `quasiNewton_error_le` rewrites the linear coefficient and uses $a\le1/m$. The main theorem sets `s` to `F' x`; `frozenSlope_error_le` sets it to `F' y`.

`newton_iterate_error_le` applies the one-step bound on the scaled error repeatedly, by induction. `newton_iterate_tendsto` proves the geometric bound separately, because at $M=0$ the scaled inequality reads $0\le0$ and carries no information about $x_n$.

In `newton_bound_sharp_witness`, the five conjuncts are the four hypotheses on the example and the equality at $0$. Its derivative comes from `hasDerivAt_mul_abs`, which treats negative, zero and positive $t$ separately.
